# In a finite-dimensional quantum system at positive temperature, the isothermal and Kubo responses of a conserved observable to its own field agree only if it is a multiple of the identity

An observable A that commutes with the Hamiltonian H has no Kubo response to its own field. At positive temperature its isothermal response is nonzero unless A is a multiple of the identity. The isothermal response lets the level populations re-equilibrate in the field, whereas the Kubo response starts from the field-free Gibbs state and follows closed evolution.

For the Hubbard atom, a four-state model with no hopping to other sites or to a bath, differentiating the Gibbs average of S_z in its own field therefore gives a nonzero static spin susceptibility, whereas the real-time commutator of S_z with itself gives zero.

## Averages, time evolution and the kernel

H and A are complex matrices whose rows and columns are labelled by a finite type `n`. Units have ħ = 1, and β is the inverse temperature. Write

W = exp(−βH), Z = Tr W, ⟨B⟩ = Tr(WB)/Z

A(t) = exp(itH) A exp(−itH), K(t) = i⟨A(t)A − AA(t)⟩.

In Lean, W is `boltz β H`, ⟨B⟩ is `gibbs β H B`, A(t) is `heisenberg H A t` and K(t) is `kuboKernel β H A t`.

```lean
import Mathlib

open Matrix

namespace HubbardAtomResponse

noncomputable section

variable {n : Type*} [Fintype n] [DecidableEq n]

/-- The Boltzmann operator `exp(-βH)`. -/
def boltz (β : ℝ) (H : Matrix n n ℂ) : Matrix n n ℂ := NormedSpace.exp ((-β) • H)

/-- The Gibbs average `Tr(exp(-βH) B) / Tr exp(-βH)`. -/
def gibbs (β : ℝ) (H B : Matrix n n ℂ) : ℂ := (boltz β H * B).trace / (boltz β H).trace

/-- The Heisenberg operator `exp(itH) A exp(-itH)`. -/
def heisenberg (H A : Matrix n n ℂ) (t : ℝ) : Matrix n n ℂ :=
  NormedSpace.exp ((Complex.I * t) • H) * A * NormedSpace.exp ((-(Complex.I * t)) • H)

/-- The Kubo response kernel `i⟨[A(t), A]⟩`. -/
def kuboKernel (β : ℝ) (H A : Matrix n n ℂ) (t : ℝ) : ℂ :=
  Complex.I * gibbs β H (heisenberg H A t * A - A * heisenberg H A t)
```

## (a) The kernel of a conserved observable

Show that if HA = AH, then at every real t

K(t) = 0.

**Solution.** A commutes with every power of H, hence with exp(±itH). So A(t) = A exp(itH) exp(−itH) = A, and the commutator vanishes. Lean reaches the same commutator by checking that each of the three factors of A(t) commutes with A.

```lean
/-- The Kubo kernel of an observable that commutes with the Hamiltonian vanishes at all times. -/
theorem kuboKernel_eq_zero (β : ℝ) {H A : Matrix n n ℂ} (hc : H * A = A * H) (t : ℝ) :
    kuboKernel β H A t = 0 := by
  have hc' : Commute H A := hc
  -- every factor of A(t) commutes with A
  have h1 : Commute (NormedSpace.exp ((Complex.I * t) • H)) A := (hc'.smul_left _).exp_left
  have h2 : Commute (NormedSpace.exp ((-(Complex.I * t)) • H)) A := (hc'.smul_left _).exp_left
  have h3 : heisenberg H A t * A = A * heisenberg H A t :=
    (h1.mul_left (Commute.refl A)).mul_left h2
  simp [kuboKernel, gibbs, h3]
```

## (b) Differentiating an exponential under the trace

For any matrices P, X, B, show that at h = 0

d/dh Tr(P exp(hX) B) = Tr(PXB).

**Solution.** Insert exp(hX) = 1 + hX + O(h²) and use linearity of the trace. In Lean, `L` is the linear map M ↦ Tr(PMB), and the chain rule combines it with the derivative of the exponential.

```lean
lemma hasDerivAt_trace_exp (P X B : Matrix n n ℂ) :
    HasDerivAt (fun h : ℝ => (P * NormedSpace.exp (h • X) * B).trace) (P * X * B).trace 0 := by
  let : NormedRing (Matrix n n ℂ) := Matrix.linftyOpNormedRing
  let : NormedAlgebra ℝ (Matrix n n ℂ) := Matrix.linftyOpNormedAlgebra
  have hexp : HasDerivAt (fun u : ℝ => NormedSpace.exp (u • X))
      (NormedSpace.exp ((0 : ℝ) • X) * X) 0 := hasDerivAt_exp_smul_const X (0 : ℝ)
  let L : Matrix n n ℂ →ₗ[ℝ] ℂ :=
    { toFun := fun M => (P * M * B).trace
      map_add' := by intro x y; simp [mul_add, add_mul]
      map_smul' := by intro c x; simp }
  have h := (LinearMap.toContinuousLinearMap L).hasFDerivAt.comp_hasDerivAt (0 : ℝ) hexp
  refine HasDerivAt.congr_deriv h ?_
  change (P * (NormedSpace.exp ((0 : ℝ) • X) * X) * B).trace = _
  rw [zero_smul, NormedSpace.exp_zero, one_mul]
```

## (c) The Boltzmann operator in a field

For HA = AH, show that at h = 0

d/dh Tr(exp(−β(H − hA)) B) = β Tr(WAB).

**Solution.** The exponent is −βH + hβA, a sum of commuting terms, so the exponential is W exp(hβA). This is `hs`. Apply (b) with P = W and X = βA.

```lean
/-- For commuting `H` and `A`, the field derivative of `Tr(exp(-β(H - hA)) B)` at zero field is
`β Tr(exp(-βH) A B)`. -/
theorem hasDerivAt_trace_boltz (β : ℝ) {H A : Matrix n n ℂ} (hc : H * A = A * H)
    (B : Matrix n n ℂ) :
    HasDerivAt (fun h : ℝ => (boltz β (H - h • A) * B).trace)
      (β * (boltz β H * (A * B)).trace) 0 := by
  have hc' : Commute H A := hc
  -- the Boltzmann operator factorises because H and A commute
  have hs : ∀ h : ℝ, boltz β (H - h • A) = boltz β H * NormedSpace.exp (h • (β • A)) := by
    intro h
    unfold boltz
    rw [← Matrix.exp_add_of_commute ((-β) • H) (h • (β • A))
      (((hc'.smul_right β).smul_right h).smul_left (-β))]
    congr 1
    module
  simp only [hs]
  refine (hasDerivAt_trace_exp (boltz β H) (β • A) B).congr_deriv ?_
  rw [Matrix.mul_smul, Matrix.smul_mul, Matrix.trace_smul, Complex.real_smul, Matrix.mul_assoc]
```

## (d) Hermiticity of the weight

For Hermitian H, show that

W† = W.

**Solution.** Since β is real, every term (−βH)ᵏ/k! of the series is Hermitian.

```lean
lemma boltz_isHermitian (β : ℝ) {H : Matrix n n ℂ} (hH : H.IsHermitian) :
    (boltz β H).IsHermitian := by
  refine Matrix.IsHermitian.exp ?_
  change ((-β) • H)ᴴ = (-β) • H
  rw [Matrix.conjTranspose_smul, star_trivial, hH.eq]
```

## (e) A trace that detects zero

Show that

Tr(M†M) = 0 implies M = 0.

**Solution.** The trace is Σᵢ Σⱼ |Mⱼᵢ|². A vanishing sum of nonnegative terms has only zero terms; Lean applies this once to each sum.

```lean
omit [DecidableEq n] in
lemma eq_zero_of_trace {M : Matrix n n ℂ} (h : (Mᴴ * M).trace = 0) : M = 0 := by
  have h2 : (Mᴴ * M).trace = ((∑ i, ∑ j, Complex.normSq (M j i) : ℝ) : ℂ) := by
    simp [Matrix.trace, Matrix.mul_apply, Complex.normSq_eq_conj_mul_self]
  rw [h2] at h
  have h3 := Complex.ofReal_eq_zero.mp h
  ext i j
  have h4 := (Finset.sum_eq_zero_iff_of_nonneg (fun i _ =>
    Finset.sum_nonneg fun j _ => Complex.normSq_nonneg (M j i))).1 h3 j (Finset.mem_univ _)
  have h5 := (Finset.sum_eq_zero_iff_of_nonneg (fun i _ =>
    Complex.normSq_nonneg (M i j))).1 h4 i (Finset.mem_univ _)
  exact Complex.normSq_eq_zero.1 h5
```

## (f) Faithfulness of the Gibbs weight

For Hermitian H and X, show that

Tr(WX²) = 0 implies X = 0.

**Solution.** Let R = exp(−βH/2), which is Hermitian by (d) and satisfies R² = W. Cyclicity gives

Tr(WX²) = Tr(XRRX) = Tr((RX)†(RX)).

By (e), RX = 0. R has the inverse exp(βH/2), so X = 0.

```lean
/-- The Gibbs weight is faithful: for Hermitian `H` and `X`, `Tr(exp(-βH) X²) = 0` forces `X = 0`.
-/
theorem gibbs_faithful (β : ℝ) {H X : Matrix n n ℂ} (hH : H.IsHermitian) (hX : X.IsHermitian)
    (h : (boltz β H * (X * X)).trace = 0) : X = 0 := by
  have hE := boltz_isHermitian (β / 2) hH
  have hEE : boltz β H = boltz (β / 2) H * boltz (β / 2) H := by
    unfold boltz
    rw [← Matrix.exp_add_of_commute _ _ (Commute.refl _)]
    congr 1
    module
  -- the trace is that of a matrix times its adjoint
  have h0 : boltz (β / 2) H * X = 0 := by
    apply eq_zero_of_trace
    rw [Matrix.conjTranspose_mul, hE.eq, hX.eq, ← h, hEE, Matrix.mul_assoc X,
      Matrix.trace_mul_comm X]
    simp only [Matrix.mul_assoc]
  have hu : IsUnit (boltz (β / 2) H) := Matrix.isUnit_exp _
  exact hu.mul_left_cancel (by rw [h0, mul_zero])
```

## (g) The partition function

For Hermitian H and at least one state (`Nonempty n`), show that

Z ≠ 0.

**Solution.** If Z were zero, (f) with X = 1 would give 1 = 0, which is false for matrices of size at least one.

```lean
lemma partition_ne_zero [Nonempty n] (β : ℝ) {H : Matrix n n ℂ} (hH : H.IsHermitian) :
    (boltz β H).trace ≠ 0 := fun h =>
  one_ne_zero (gibbs_faithful β hH (X := 1) Matrix.isHermitian_one (by simpa using h))
```

## (h) The isothermal response

Let ⟨A⟩ₕ be the Gibbs average under H − hA. For Hermitian H with HA = AH, show that at h = 0

d⟨A⟩ₕ/dh = β(⟨A²⟩ − ⟨A⟩²).

**Solution.** Write ⟨A⟩ₕ = N(h)/D(h), with A inserted in the trace N and the identity in D. By (c), N′(0) = β Tr(WA²) and D′(0) = β Tr(WA). Since D(0) = Z ≠ 0, the quotient rule gives

β Tr(WA²)/Z − β Tr(WA)²/Z²,

which is the claim. `HasDerivAt` states both that the derivative exists and what it equals.

```lean
/-- For Hermitian `H`, the isothermal response of `A` to its own field is `β(⟨A²⟩ - ⟨A⟩²)` when `A`
commutes with `H`. -/
theorem isothermal_response [Nonempty n] (β : ℝ) {H A : Matrix n n ℂ} (hH : H.IsHermitian)
    (hc : H * A = A * H) :
    HasDerivAt (fun h : ℝ => gibbs β (H - h • A) A)
      (β * (gibbs β H (A * A) - gibbs β H A ^ 2)) 0 := by
  have hZ := partition_ne_zero β hH
  have hN := hasDerivAt_trace_boltz β hc A
  have hD := hasDerivAt_trace_boltz β hc 1
  simp only [mul_one] at hD
  refine (hN.fun_div hD (by simpa using hZ)).congr_deriv ?_
  simp only [zero_smul, sub_zero, gibbs]
  field_simp
```

## (i) Vanishing variance

For Hermitian H and A, show that

⟨A²⟩ − ⟨A⟩² = 0 if and only if A = c·1 for some number c.

**Solution.** Put a = ⟨A⟩. It is real, because Tr(WA)* = Tr(AW) = Tr(WA) and Z* = Z. So X = A − a·1 is Hermitian, and

Tr(WX²) = Tr(WA²) − 2a Tr(WA) + a²Z = Z(⟨A²⟩ − a²).

If the variance vanishes, (f) gives X = 0. Conversely, A = c·1 gives a = c and X = 0, so the variance vanishes because Z ≠ 0.

```lean
/-- For Hermitian `H`, the thermal variance of a Hermitian observable vanishes exactly when it is a
multiple of the identity. -/
theorem variance_eq_zero_iff [Nonempty n] (β : ℝ) {H A : Matrix n n ℂ} (hH : H.IsHermitian)
    (hA : A.IsHermitian) :
    gibbs β H (A * A) - gibbs β H A ^ 2 = 0 ↔ ∃ c : ℂ, A = c • (1 : Matrix n n ℂ) := by
  have hZ := partition_ne_zero β hH
  have hreal : star (gibbs β H A) = gibbs β H A := by
    unfold gibbs
    rw [star_div₀, ← Matrix.trace_conjTranspose, ← Matrix.trace_conjTranspose,
      Matrix.conjTranspose_mul, (boltz_isHermitian β hH).eq, hA.eq, Matrix.trace_mul_comm A]
  obtain ⟨a, ha⟩ : ∃ a, gibbs β H A = a := ⟨_, rfl⟩
  have hN : (boltz β H * A).trace = a * (boltz β H).trace := by
    rw [← ha, gibbs, div_mul_cancel₀ _ hZ]
  rw [ha] at hreal ⊢
  have hX : (A - a • (1 : Matrix n n ℂ)).IsHermitian := by
    change (A - a • (1 : Matrix n n ℂ))ᴴ = _
    rw [Matrix.conjTranspose_sub, Matrix.conjTranspose_smul, Matrix.conjTranspose_one, hA.eq,
      hreal]
  -- the variance is the average of the squared deviation
  have hvar : (boltz β H * ((A - a • 1) * (A - a • 1))).trace
      = (boltz β H).trace * (gibbs β H (A * A) - a ^ 2) := by
    have e : boltz β H * ((A - a • 1) * (A - a • 1))
        = boltz β H * (A * A) - (2 * a) • (boltz β H * A) + (a ^ 2) • boltz β H := by
      simp only [sub_mul, mul_sub, Matrix.smul_mul, Matrix.mul_smul, one_mul, mul_one]
      module
    rw [e, Matrix.trace_add, Matrix.trace_sub, Matrix.trace_smul, Matrix.trace_smul, hN, gibbs,
      mul_sub, mul_div_cancel₀ _ hZ]
    simp only [smul_eq_mul]
    ring
  constructor
  · intro h
    exact ⟨a, sub_eq_zero.1 (gibbs_faithful β hH hX (by rw [hvar, h, mul_zero]))⟩
  · rintro ⟨c, hAc⟩
    have hca : c = a := mul_right_cancel₀ hZ (by rw [← hN, hAc]; simp)
    have h0 : A - a • (1 : Matrix n n ℂ) = 0 := by rw [hAc, hca, sub_self]
    rw [h0] at hvar
    simpa [hZ] using hvar.symm
```

## (j) Comparing the two responses

A field switched on suddenly and held for a time T gives the Kubo response ∫₀ᵀ K(t) dt per unit field. This formula is taken as the definition, not derived from the driven dynamics. For commuting Hermitian H and A, β > 0 and any real T, collect (a) and (h), and show that at h = 0

d⟨A⟩ₕ/dh = ∫₀ᵀ K(t) dt if and only if A = c·1 for some number c.

**Solution.** The integral is zero by (a). By (h), equality means β(⟨A²⟩ − ⟨A⟩²) = 0. Since β ≠ 0, the variance must vanish, and (i) finishes the argument.

```lean
/-- For `β > 0` and commuting Hermitian `H` and `A`, the Kubo kernel vanishes and the isothermal
response is `β(⟨A²⟩ - ⟨A⟩²)`; it equals the Kubo response accumulated up to time `T` exactly when
`A` is a multiple of the identity. -/
theorem isothermal_vs_kubo [Nonempty n] {β : ℝ} (hβ : 0 < β) {H A : Matrix n n ℂ}
    (hH : H.IsHermitian) (hA : A.IsHermitian) (hc : H * A = A * H) (T : ℝ) :
    (∀ t, kuboKernel β H A t = 0) ∧
    HasDerivAt (fun h : ℝ => gibbs β (H - h • A) A)
      (β * (gibbs β H (A * A) - gibbs β H A ^ 2)) 0 ∧
    (deriv (fun h : ℝ => gibbs β (H - h • A) A) 0 = ∫ t in (0 : ℝ)..T, kuboKernel β H A t ↔
      ∃ c : ℂ, A = c • (1 : Matrix n n ℂ)) := by
  have hd := isothermal_response β hH hc
  refine ⟨kuboKernel_eq_zero β hc, hd, ?_⟩
  have hb : (β : ℂ) ≠ 0 := Complex.ofReal_ne_zero.2 hβ.ne'
  have hI : ∫ t in (0 : ℝ)..T, kuboKernel β H A t = 0 := by
    simp [kuboKernel_eq_zero β hc]
  rw [hd.deriv, hI, mul_eq_zero, or_iff_right hb, variance_eq_zero_iff β hH hA]
```

## (k) Averages of diagonal observables

`diagOp v` is the diagonal matrix with real entries vᵢ.

```lean
/-- A real diagonal observable with the given values. -/
def diagOp (v : n → ℝ) : Matrix n n ℂ := Matrix.diagonal fun i => (v i : ℂ)
```

For H = diag(Eᵢ) and B = diag(aᵢ), show that

⟨B⟩ = Σᵢ exp(−βEᵢ) aᵢ / Σᵢ exp(−βEᵢ).

**Solution.** The exponential of a diagonal matrix is taken entry by entry, so W = diag(exp(−βEᵢ)). Both traces are then the stated sums.

```lean
lemma gibbs_diagOp (β : ℝ) (E a : n → ℝ) : gibbs β (diagOp E) (diagOp a) =
    (((∑ i, Real.exp (-β * E i) * a i) / ∑ i, Real.exp (-β * E i) : ℝ) : ℂ) := by
  have h : boltz β (diagOp E) = diagOp fun i => Real.exp (-β * E i) := by
    have h1 : (-β) • diagOp E = Matrix.diagonal fun i => ((-β * E i : ℝ) : ℂ) := by
      ext i j
      by_cases hij : i = j <;> simp [diagOp, hij]
    unfold boltz
    rw [h1, Matrix.exp_diagonal]
    unfold diagOp
    congr 1
    funext i
    rw [Pi.coe_exp, ← Complex.exp_eq_exp_ℂ, Complex.ofReal_exp]
  rw [gibbs, h]
  simp [diagOp, Matrix.diagonal_mul_diagonal, Matrix.trace_diagonal]
```

## (l) Spin response of the Hubbard atom

The states are empty, spin-up, spin-down and doubly occupied. U is the on-site repulsion and μ the chemical potential, already included in the energies. The levels are entered directly, not derived from fermion operators.

```lean
/-- Energies of the Hubbard atom for the empty, spin-up, spin-down and doubly occupied states. -/
def levels (U μ : ℝ) : Fin 4 → ℝ := ![0, -μ, -μ, U - 2 * μ]

/-- Values of `S_z` in the same four states. -/
def spinZ : Fin 4 → ℝ := ![0, 1 / 2, -1 / 2, 0]
```

With A = S_z, show that K(t) = 0 at every t and that at h = 0

d⟨S_z⟩ₕ/dh = β exp(βμ)/(2Z), Z = 1 + 2exp(βμ) + exp(−β(U − 2μ)).

**Solution.** Diagonal matrices commute, so (a) and (h) apply. By (k), the weighted sum of S_z is exp(βμ)(1/2 − 1/2) = 0, and that of S_z² is exp(βμ)(1/4 + 1/4) = exp(βμ)/2. Dividing by Z and inserting the averages in (h) gives the result. The three sums are `s1`, `s2` and `s3`.

```lean
/-- The Hubbard atom has a vanishing Kubo spin kernel, while its isothermal spin susceptibility is
`β e^{βμ} / (2Z)` with `Z = 1 + 2e^{βμ} + e^{-β(U-2μ)}`. -/
theorem hubbardAtom_spin_response (β U μ : ℝ) :
    (∀ t, kuboKernel β (diagOp (levels U μ)) (diagOp spinZ) t = 0) ∧
    HasDerivAt (fun h : ℝ => gibbs β (diagOp (levels U μ) - h • diagOp spinZ) (diagOp spinZ))
      ((β * Real.exp (β * μ) /
        (2 * (1 + 2 * Real.exp (β * μ) + Real.exp (-(β * (U - 2 * μ))))) : ℝ) : ℂ) 0 := by
  have hc : diagOp (levels U μ) * diagOp spinZ = diagOp spinZ * diagOp (levels U μ) := by
    simp [diagOp, Matrix.diagonal_mul_diagonal, mul_comm]
  have hH : (diagOp (levels U μ)).IsHermitian := by
    change (diagOp (levels U μ))ᴴ = _
    unfold diagOp
    rw [Matrix.diagonal_conjTranspose]
    congr 1
    funext i
    simp
  refine ⟨kuboKernel_eq_zero β hc, (isothermal_response β hH hc).congr_deriv ?_⟩
  have hsq : diagOp spinZ * diagOp spinZ = diagOp fun i => spinZ i * spinZ i := by
    simp [diagOp, Matrix.diagonal_mul_diagonal]
  -- the three Boltzmann sums over the four atomic states
  have s1 : ∑ i, Real.exp (-β * levels U μ i) * spinZ i = 0 := by
    simp [Fin.sum_univ_four, levels, spinZ]
    ring
  have s2 : ∑ i, Real.exp (-β * levels U μ i) * (spinZ i * spinZ i)
      = Real.exp (β * μ) / 2 := by
    simp [Fin.sum_univ_four, levels, spinZ]
    ring
  have s3 : ∑ i, Real.exp (-β * levels U μ i)
      = 1 + 2 * Real.exp (β * μ) + Real.exp (-(β * (U - 2 * μ))) := by
    simp [Fin.sum_univ_four, levels]
    ring
  rw [hsq, gibbs_diagOp, gibbs_diagOp, s1, s2, s3, ← Complex.ofReal_pow, ← Complex.ofReal_sub,
    ← Complex.ofReal_mul]
  congr 1
  rw [zero_div, zero_pow two_ne_zero, sub_zero, div_div, mul_div_assoc]

end

end HubbardAtomResponse
```
```lean
#print axioms HubbardAtomResponse.isothermal_vs_kubo
-- 'HubbardAtomResponse.isothermal_vs_kubo' depends on axioms: [propext, Classical.choice, Quot.sound]
#print axioms HubbardAtomResponse.hubbardAtom_spin_response
-- 'HubbardAtomResponse.hubbardAtom_spin_response' depends on axioms: [propext, Classical.choice, Quot.sound]
```

## Strong repulsion and slow switching

At half filling, μ = U/2, the susceptibility is β exp(βU/2)/(4(1 + exp(βU/2))). As U → ∞ at fixed β it tends to β/4, the Curie law of a free spin 1/2.

The Kubo response could also be modelled by slow switching, with a factor exp(−ηt) in an integral over all t ≥ 0 and η → 0⁺ at the end. For commuting H and A this changes nothing, because the integrand is already zero.
